# The Henry factor α: a 1 + α² enhancement of the mean-square linearised phase kick

## The delayed phase shift belongs to the kick

A spontaneous emission shifts the phase of a laser field at once, and it also disturbs the intensity, which shifts the phase again while the intensity recovers. Before any mean square can be computed, one must decide whether "the kick" is the first shift or the sum of both. Here it is the sum, defined for an emission of any amplitude ε that leaves a nonzero field. The familiar linear formula is then derived as its first-order part in ε.

Let S(t) be the intensity of a single laser mode, φ(t) its phase in the frame rotating at the steady laser frequency, and g(t) the net gain rate, meaning gain minus loss. They obey

S′ = g S

φ′ = (α/2) g

The constant α is the Henry factor. It stands for the fact that a change in carrier density alters the refractive index together with the gain, so that a net gain comes with a shift of the optical frequency. Its value is an input here, taken as constant during the recovery, and its sign follows the convention of the second equation.

Let the laser run at intensity I₀ > 0 with phase zero. An emission of amplitude ε and relative phase θ turns the field into

E(ε) = √I₀ + ε exp(iθ)

If intensity is counted in photons, one emitted photon corresponds to ε = 1, which is small compared with √I₀ in a laser well above threshold. The total kick is the argument of this field plus the phase gathered while the intensity returns from |E(ε)|² to I₀:

K(ε) = arg E(ε) + (α/2) ln(I₀/|E(ε)|²)

## What the theorems say

`FollowsGain α T g S φ` says that at every time in [0,T] the intensity is positive and the two rate equations hold. Derivatives are taken within the interval, so they are one-sided at its ends. No continuity of g is assumed.

`phase_change_eq_log` states that for every t in [0,T]

φ(t) − φ(0) = (α/2) ln(S(t)/S(0))

`followsGain_witness` supplies an explicit solution at constant gain: an exponential intensity with a linear phase drift.

`kickedField I₀ θ ε` is E(ε), a complex number, and `totalKick α I₀ θ ε` is K(ε), with the argument taken in (−π, π]. `phase_after_recovery` connects this definition to the dynamics. If the laser starts with the intensity and phase of the kicked field, and its intensity equals I₀ at time T, then its phase at time T is K(ε). The return to I₀ is a hypothesis; no carrier equation is solved to produce it. If the intensity only tends to I₀ at late times, `phase_change_eq_log` gives K(ε) as the limit of the phase. The path taken is irrelevant, so relaxation oscillations are allowed.

`linearKick α I₀ θ` is

k(θ) = (sin θ − α cos θ)/√I₀

and `totalKick_hasDerivAt` states that k(θ) is the derivative of K at ε = 0. This fixes the first-order behaviour but gives no bound on the error at ε = 1.

`phaseAverage` integrates over [0, 2π] and divides by 2π, which represents an emission phase with no preferred value. Writing ⟨ ⟩ for this average, the last three theorems state

⟨k⟩ = 0

2 I₀ ⟨k²⟩ = 1 + α²

⟨k²⟩ / ⟨k²⟩ at α = 0 = 1 + α²

The second line is the usual (1 + α²)/(2I₀) with the denominator cleared. Lean sets division by zero to zero, so the divided form would also hold at I₀ = 0 for no physical reason, whereas the cleared form really uses I₀ > 0.

Henry's name is usually attached to the broadening of a semiconductor laser line. What is established here is the factor 1 + α² for a single emission, in a classical single-mode model with constant α and a linearised kick. A linewidth also needs the emission rate and the statistics of many events.

## From a conserved combination to the mean square

**Phase and intensity.** Differentiate φ − (α/2) ln S:

φ′ − (α/2) S′/S = (α/2) g − (α/2) g = 0

The combination is therefore constant on [0,T], and

φ(t) − φ(0) = (α/2)[ln S(t) − ln S(0)] = (α/2) ln(S(t)/S(0))

For a recovery from |E(ε)|² to I₀ that starts at phase arg E(ε), this gives φ(T) = K(ε).

**Intensity after the emission.** The real part of E(ε) is √I₀ + ε cos θ and the imaginary part is ε sin θ. Hence

|E(ε)|² = (√I₀ + ε cos θ)² + ε² sin² θ = I₀ + 2√I₀ ε cos θ + ε²

**The immediate shift.** The argument is the imaginary part of ln E, so its derivative at ε = 0 is

Im(E′(0)/E(0)) = Im(exp(iθ)/√I₀) = sin θ/√I₀

**The delayed shift.** At ε = 0 the intensity is I₀ and its derivative is 2√I₀ cos θ. The derivative of (α/2) ln(I₀/|E(ε)|²) is therefore

−(α/2)(2√I₀ cos θ)/I₀ = −α cos θ/√I₀

An emission in phase with the field (θ = 0) raises the intensity. The net gain must then be negative on average during the recovery, and for α > 0 the phase is pulled back. The two shifts add up to

K′(0) = (sin θ − α cos θ)/√I₀ = k(θ)

**Mean.** An antiderivative of k is (−cos θ − α sin θ)/√I₀. It has the same value at 0 and 2π, so ⟨k⟩ = 0.

**Mean square.** Squaring gives

k² = (sin² θ − 2α sin θ cos θ + α² cos² θ)/I₀

An antiderivative is

F(θ) = [(1 + α²)θ/2 + (α² − 1)(sin θ cos θ)/2 − α sin² θ]/I₀

To check it, note that the derivative of the bracket is

(1 + α²)/2 + (α² − 1)(cos² θ − sin² θ)/2 − 2α sin θ cos θ

Replacing the 1 that multiplies (1 + α²)/2 by sin² θ + cos² θ turns this into sin² θ + α² cos² θ − 2α sin θ cos θ. The trigonometric terms of F vanish at both ends, which leaves F(2π) − F(0) = π(1 + α²)/I₀. Division by 2π gives

⟨k²⟩ = (1 + α²)/(2I₀)

At α = 0 this is 1/(2I₀), so the ratio is 1 + α².

## Where the kick enters a simulation

With intensity counted in photons, so that ε = 1, a code that tracks only the phase can draw θ uniformly for each emission and add k(θ) to φ. This applies the delayed shift at once, so it is meant for times long compared with the recovery of the intensity. The sample mean of k² should then approach (1 + α²)/(2I₀). This tests the normalisation but not the sign convention, since replacing α by −α leaves the mean square unchanged.

A code that integrates the field itself can instead add exp(i(φ + θ)) to the field at each emission, in the same units and with φ the current phase of the field, and multiply the field by exp((1 + iα) g Δt/2) in each time step Δt. Here g must respond to the intensity, for example through a carrier equation, or the intensity would not recover. The addition already produces the immediate shift, and the factor produces the delayed shift as the intensity recovers. Adding k(θ) to the phase as well would, to first order, count the whole kick twice.

## The Lean file

```lean
import Mathlib

open Set Real

namespace HenryFactor

noncomputable section

/-- On `[0, T]` the intensity `S` is positive and grows at the net gain rate `g`, while the
phase `φ` drifts at the rate `(α / 2) g`. -/
def FollowsGain (α T : ℝ) (g S φ : ℝ → ℝ) : Prop :=
  ∀ t ∈ Icc 0 T, 0 < S t ∧ HasDerivWithinAt S (g t * S t) (Icc 0 T) t ∧
    HasDerivWithinAt φ (α / 2 * g t) (Icc 0 T) t

/-- The field just after an emission of amplitude `ε` and relative phase `θ` into a mode of
intensity `I₀ ≥ 0` and phase zero. -/
def kickedField (I₀ θ ε : ℝ) : ℂ :=
  (√I₀ : ℂ) + (ε : ℂ) * Complex.exp (θ * Complex.I)

/-- The phase of the field just after the emission plus the phase `(α / 2) ln (I₀ / |field|²)`,
for `I₀ > 0` and a nonzero field after the emission. -/
def totalKick (α I₀ θ ε : ℝ) : ℝ :=
  (kickedField I₀ θ ε).arg + α / 2 * Real.log (I₀ / Complex.normSq (kickedField I₀ θ ε))

/-- The linearised phase kick `(sin θ - α cos θ) / √I₀`, for `I₀ > 0`. -/
def linearKick (α I₀ θ : ℝ) : ℝ := (Real.sin θ - α * Real.cos θ) / √I₀

/-- The average of an integrable function over a phase uniform on `[0, 2π]`. -/
def phaseAverage (f : ℝ → ℝ) : ℝ := (∫ θ in (0 : ℝ)..(2 * π), f θ) / (2 * π)

/-- The phase change is `α / 2` times the logarithm of the intensity ratio, at every time
in `[0, T]`. -/
theorem phase_change_eq_log {α T : ℝ} {g S φ : ℝ → ℝ} (h : FollowsGain α T g S φ)
    {t : ℝ} (ht : t ∈ Icc 0 T) :
    φ t - φ 0 = α / 2 * Real.log (S t / S 0) := by
  -- the combination φ - (α/2) ln S is conserved
  have hd : ∀ x ∈ Icc 0 T,
      HasDerivWithinAt (fun y => φ y - α / 2 * Real.log (S y)) 0 (Icc 0 T) x := by
    intro x hx
    obtain ⟨hpos, hS, hφ⟩ := h x hx
    refine (hφ.fun_sub ((hS.log hpos.ne').const_mul (α / 2))).congr_deriv ?_
    rw [mul_div_cancel_right₀ _ hpos.ne', sub_self]
  have hc := constant_of_derivWithin_zero
    (fun x hx => (hd x hx).differentiableWithinAt)
    (fun x hx => (hd x (Ico_subset_Icc_self hx)).derivWithin
      (uniqueDiffOn_Icc (lt_of_le_of_lt hx.1 hx.2) x (Ico_subset_Icc_self hx))) t ht
  have h0 : (0 : ℝ) ∈ Icc 0 T := ⟨le_rfl, ht.1.trans ht.2⟩
  rw [Real.log_div (h t ht).1.ne' (h 0 h0).1.ne']
  linear_combination hc

/-- At constant gain `g`, an exponential intensity and a linear phase drift satisfy the
gain and phase equations. -/
theorem followsGain_witness (α T g : ℝ) {I₀ : ℝ} (hI : 0 < I₀) :
    FollowsGain α T (fun _ => g) (fun t => I₀ * Real.exp (g * t))
      (fun t => α / 2 * (g * t)) := by
  intro t _
  have hl : HasDerivAt (fun x : ℝ => g * x) g t :=
    ((hasDerivAt_id' t).const_mul g).congr_deriv (mul_one g)
  refine ⟨by positivity, ?_, (hl.const_mul (α / 2)).hasDerivWithinAt⟩
  exact ((hl.exp.const_mul I₀).congr_deriv (by ring)).hasDerivWithinAt

/-- If the laser starts from the field just after an emission and its intensity returns to `I₀`
at time `T`, its phase at time `T` is the total kick. -/
theorem phase_after_recovery {α T I₀ θ ε : ℝ} {g S φ : ℝ → ℝ} (hT : 0 ≤ T)
    (h : FollowsGain α T g S φ) (hS : S 0 = Complex.normSq (kickedField I₀ θ ε))
    (hφ : φ 0 = (kickedField I₀ θ ε).arg) (hST : S T = I₀) :
    φ T = totalKick α I₀ θ ε := by
  have hp := phase_change_eq_log h (right_mem_Icc.2 hT)
  rw [hS, hφ, hST] at hp
  rw [totalKick]
  linear_combination hp

/-- The intensity after the emission is `I₀ + 2 √I₀ ε cos θ + ε²`. -/
theorem intensity_after_emission {I₀ : ℝ} (hI : 0 ≤ I₀) (θ ε : ℝ) :
    Complex.normSq (kickedField I₀ θ ε) = I₀ + 2 * √I₀ * Real.cos θ * ε + ε ^ 2 := by
  have hre : (kickedField I₀ θ ε).re = √I₀ + ε * Real.cos θ := by
    simp [kickedField, Complex.exp_ofReal_mul_I_re]
  have him : (kickedField I₀ θ ε).im = ε * Real.sin θ := by
    simp [kickedField, Complex.exp_ofReal_mul_I_im]
  rw [Complex.normSq_apply, hre, him]
  linear_combination Real.sq_sqrt hI + ε ^ 2 * Real.sin_sq_add_cos_sq θ

/-- The derivative of the total kick with respect to the emitted amplitude `ε`, taken at `ε = 0`, is
the linearised kick `(sin θ - α cos θ) / √I₀`. -/
theorem totalKick_hasDerivAt (α θ : ℝ) {I₀ : ℝ} (hI : 0 < I₀) :
    HasDerivAt (totalKick α I₀ θ) (linearKick α I₀ θ) 0 := by
  have h0 : kickedField I₀ θ 0 = (√I₀ : ℂ) := by simp [kickedField]
  have hF : HasDerivAt (kickedField I₀ θ) (Complex.exp (θ * Complex.I)) 0 :=
    (((hasDerivAt_id' (0 : ℝ)).ofReal_comp.mul_const
      (Complex.exp (θ * Complex.I))).const_add (√I₀ : ℂ)).congr_deriv (by simp)
  -- the direct kick is the imaginary part of the logarithm of the field
  have hL := hF.clog_real
    (by rw [h0]; exact Complex.ofReal_mem_slitPlane.2 (Real.sqrt_pos.2 hI))
  rw [h0] at hL
  have hA : HasDerivAt (fun ε => (kickedField I₀ θ ε).arg) (Real.sin θ / √I₀) 0 := by
    have h := Complex.imCLM.hasFDerivAt.comp_hasDerivAt (0 : ℝ) hL
    rw [Complex.imCLM_apply, Complex.div_ofReal_im, Complex.exp_ofReal_mul_I_im] at h
    exact h.congr_of_eventuallyEq
      (Filter.Eventually.of_forall fun ε => (Complex.log_im (kickedField I₀ θ ε)).symm)
  -- the delayed kick comes from the disturbed intensity
  have hN : HasDerivAt (fun ε : ℝ => I₀ + 2 * √I₀ * Real.cos θ * ε + ε ^ 2)
      (2 * √I₀ * Real.cos θ) 0 :=
    ((((hasDerivAt_id' (0 : ℝ)).const_mul (2 * √I₀ * Real.cos θ)).const_add I₀).fun_add
      (hasDerivAt_pow 2 (0 : ℝ))).congr_deriv (by simp)
  have hN0 : I₀ + 2 * √I₀ * Real.cos θ * 0 + 0 ^ 2 = I₀ := by ring
  have hB : HasDerivAt
      (fun ε : ℝ => Real.log (I₀ / (I₀ + 2 * √I₀ * Real.cos θ * ε + ε ^ 2)))
      (-(2 * √I₀ * Real.cos θ) / I₀) 0 := by
    refine (((hasDerivAt_const (0 : ℝ) I₀).fun_div hN (by simp [hI.ne'])).log
      (by simp [hI.ne'])).congr_deriv ?_
    simp only [hN0, zero_mul, zero_sub]
    field_simp
  have hfun : totalKick α I₀ θ = fun ε => (kickedField I₀ θ ε).arg +
      α / 2 * Real.log (I₀ / (I₀ + 2 * √I₀ * Real.cos θ * ε + ε ^ 2)) := by
    funext ε
    rw [totalKick, intensity_after_emission hI.le]
  rw [hfun]
  refine (hA.fun_add (hB.const_mul (α / 2))).congr_deriv ?_
  have hs : √I₀ / I₀ = 1 / √I₀ := Real.sqrt_div_self'
  rw [linearKick]
  linear_combination (-α * Real.cos θ) * hs

/-- The linearised kick averages to zero over a uniform emission phase. -/
theorem mean_linearKick (α I₀ : ℝ) : phaseAverage (linearKick α I₀) = 0 := by
  have h : ∫ θ in (0 : ℝ)..(2 * π), linearKick α I₀ θ =
      (-Real.cos (2 * π) - α * Real.sin (2 * π)) / √I₀ -
        (-Real.cos 0 - α * Real.sin 0) / √I₀ := by
    refine intervalIntegral.integral_eq_sub_of_hasDerivAt
      (f := fun θ => (-Real.cos θ - α * Real.sin θ) / √I₀) (fun θ _ => ?_) ?_
    · refine (((Real.hasDerivAt_cos θ).fun_neg.fun_sub
        ((Real.hasDerivAt_sin θ).const_mul α)).div_const (√I₀)).congr_deriv ?_
      rw [linearKick, neg_neg]
    · apply Continuous.intervalIntegrable
      unfold linearKick
      fun_prop
  rw [phaseAverage, h]
  simp

/-- The mean square of the linearised kick over a uniform emission phase is
`(1 + α²) / (2 I₀)`, written without division. -/
theorem mean_sq_linearKick (α : ℝ) {I₀ : ℝ} (hI : 0 < I₀) :
    2 * I₀ * phaseAverage (fun θ => linearKick α I₀ θ ^ 2) = 1 + α ^ 2 := by
  let F : ℝ → ℝ := fun θ => ((1 + α ^ 2) / 2 * θ +
    (α ^ 2 - 1) / 2 * (Real.sin θ * Real.cos θ) - α * (Real.sin θ * Real.sin θ)) / I₀
  have h : ∫ θ in (0 : ℝ)..(2 * π), linearKick α I₀ θ ^ 2 = F (2 * π) - F 0 := by
    refine intervalIntegral.integral_eq_sub_of_hasDerivAt (fun θ _ => ?_) ?_
    · have hs := Real.hasDerivAt_sin θ
      refine (((((hasDerivAt_id' θ).const_mul ((1 + α ^ 2) / 2)).fun_add
        ((hs.fun_mul (Real.hasDerivAt_cos θ)).const_mul ((α ^ 2 - 1) / 2))).fun_sub
        ((hs.fun_mul hs).const_mul α)).div_const I₀).congr_deriv ?_
      rw [linearKick, div_pow, Real.sq_sqrt hI.le]
      congr 1
      linear_combination (-(1 + α ^ 2) / 2) * Real.sin_sq_add_cos_sq θ
    · apply Continuous.intervalIntegrable
      unfold linearKick
      fun_prop
  have hπ : π ≠ 0 := Real.pi_ne_zero
  rw [phaseAverage, h]
  simp only [F, Real.sin_two_pi, Real.sin_zero, mul_zero, zero_mul, add_zero, sub_zero,
    zero_div]
  field_simp

/-- The mean square of the linearised kick over a uniform emission phase, divided by its value at `α
= 0`, is `1 + α²`. -/
theorem henry_enhancement (α : ℝ) {I₀ : ℝ} (hI : 0 < I₀) :
    phaseAverage (fun θ => linearKick α I₀ θ ^ 2) /
      phaseAverage (fun θ => linearKick 0 I₀ θ ^ 2) = 1 + α ^ 2 := by
  have h1 := mean_sq_linearKick α hI
  have h0 := mean_sq_linearKick 0 hI
  have hB : phaseAverage (fun θ => linearKick 0 I₀ θ ^ 2) ≠ 0 := by
    intro hB
    rw [hB] at h0
    norm_num at h0
  rw [div_eq_iff hB]
  apply mul_left_cancel₀ (show 2 * I₀ ≠ 0 by positivity)
  linear_combination h1 - (1 + α ^ 2) * h0

end

end HenryFactor
```

```lean
#print axioms HenryFactor.phase_after_recovery
#print axioms HenryFactor.mean_linearKick
#print axioms HenryFactor.mean_sq_linearKick
#print axioms HenryFactor.henry_enhancement
```

```
'HenryFactor.phase_after_recovery' depends on axioms: [propext, Classical.choice, Quot.sound]
'HenryFactor.mean_linearKick' depends on axioms: [propext, Classical.choice, Quot.sound]
'HenryFactor.mean_sq_linearKick' depends on axioms: [propext, Classical.choice, Quot.sound]
'HenryFactor.henry_enhancement' depends on axioms: [propext, Classical.choice, Quot.sound]
```

## How the proof follows the calculation

In `phase_change_eq_log`, the intermediate claim `hd` is the zero derivative of φ − (α/2) ln S. Positivity of S is used twice there: to differentiate the logarithm and to cancel S in g S/S. Mathlib's `constant_of_derivWithin_zero` turns the zero derivative into constancy on the interval. `Real.log_div` then splits the logarithm of the ratio, and `linear_combination hc` rearranges the result.

`phase_after_recovery` applies this theorem at t = T and substitutes the initial intensity, the initial phase and the final intensity. `intensity_after_emission` computes the real and imaginary parts of the field, then combines (√I₀)² = I₀ with sin² θ + cos² θ = 1.

`totalKick_hasDerivAt` treats the two shifts separately. For the immediate one, `hF` gives the derivative of the field and `clog_real` that of its complex logarithm. This requires the field at ε = 0 to lie off the branch cut, which holds because √I₀ is a positive real number. Taking the imaginary part yields `hA`, the term sin θ/√I₀. For the delayed shift, `hN` differentiates the expanded intensity and `hB` the logarithm of the ratio. The two are added, and the identity √I₀/I₀ = 1/√I₀ brings the sum into the form of `linearKick`.

Both averages rest on the fundamental theorem of calculus, `intervalIntegral.integral_eq_sub_of_hasDerivAt`. It asks for an antiderivative and for integrability of the integrand, and the latter follows from continuity. In `mean_linearKick` the antiderivative is the one given above, and evaluation at the end points finishes the proof. In `mean_sq_linearKick` it is the function `F`. The `linear_combination` step there is the replacement of 1 by sin² θ + cos² θ, and `field_simp` clears the factors π and I₀ at the end.

`henry_enhancement` uses the mean-square theorem twice, once for α and once for zero. Before dividing, it shows that the average at α = 0 is nonzero: if it vanished, the theorem would read 0 = 1. Multiplying through by 2I₀ then reduces the ratio to the two known values.
